# The diagonal sum rule for a surjective raising map, applied to two sectors of $d^2$

Let $V$ and $W$ be finite-dimensional vector spaces over a field $K$, let $H_V$ and $H_W$ be linear operators on them, and let $L : V \to W$ be a surjective linear map with $L H_V = H_W L$. Then $H_V$ maps $\ker L$ into itself, and
$$\operatorname{tr}\big(H_V|_{\ker L}\big) = \operatorname{tr} H_V - \operatorname{tr} H_W .$$
If moreover $\dim V = \dim W + 1$, the right-hand side is an eigenvalue of $H_V$, carried by the line $\ker L$.

In an atom, $V$ and $W$ are the spans of the determinants of one configuration with fixed spin projection $M_S$ and orbital projections $M_L = M$ and $M_L = M + 1$, where $M \ge 0$, the operators are the electron repulsion projected onto these spans (its coupling to other configurations is dropped), and $L$ is the orbital raising operator $\hat L_+$. States annihilated by $\hat L_+$ belong to the terms that first appear at $M_L = M$ when $M_L$ is lowered from its largest value. Within a single configuration and without spin-orbit coupling, the rule gives a term energy from diagonal matrix elements alone whenever exactly one new state appears, and such a repulsion energy, written in radial integrals and added to the one-electron energy of the configuration, is the total energy that a restricted open-shell atomic Hartree-Fock calculation for that term, with one radial function per subshell, makes stationary.

## Two sectors and the map between them

```lean
import Mathlib

open Module LinearMap

namespace DiagonalSumRule

noncomputable section

variable {K V W : Type*} [Field K] [AddCommGroup V] [Module K V] [AddCommGroup W] [Module K W]
  {L : V →ₗ[K] W} {HV : Module.End K V} {HW : Module.End K W}
```

The `variable` line declares the objects shared by the general statements. `[Field K]` says that the scalars form a field, $\mathbb R$ or $\mathbb C$ in practice, and the pair `[AddCommGroup V] [Module K V]` says that $V$ is a vector space over $K$. The type `V →ₗ[K] W` consists of the linear maps from $V$ to $W$, and `Module.End K V` of the linear operators on $V$. No inner product is declared, so there is no hermiticity, no adjoint and no angular momentum algebra. The raising operator enters only through two properties that appear as hypotheses.

```lean
/-- If the raising map intertwines the two Hamiltonians, `H_V` maps states annihilated by `L`
to states annihilated by `L`. -/
theorem ker_invariant (h : L ∘ₗ HV = HW ∘ₗ L) :
    ∀ x ∈ LinearMap.ker L, HV x ∈ LinearMap.ker L := by
  intro x hx
  have hc : L (HV x) = HW (L x) := LinearMap.congr_fun h x
  rw [LinearMap.mem_ker] at hx ⊢
  rw [hc, hx, map_zero]
```

The symbol `∘ₗ` is composition of linear maps, so the hypothesis `h` reads $L H_V = H_W L$. It stands for rotational invariance: a Hamiltonian that commutes with the total orbital angular momentum preserves each $M_L$ sector and commutes with $\hat L_+$. This property is assumed, and it is not derived from the Coulomb interaction. The conclusion says that $x \in \ker L$ implies $H_V x \in \ker L$. The argument is one line,
$$L (H_V x) = H_W (L x) = H_W\, 0 = 0 ,$$
and `rw [hc, hx, map_zero]` makes these three replacements in the same order. No dimension assumption is used.

```lean
/-- The Hamiltonian `H_V` restricted to the states annihilated by the raising map `L`. -/
def newTermH (h : L ∘ₗ HV = HW ∘ₗ L) : Module.End K (LinearMap.ker L) :=
  LinearMap.restrict HV (ker_invariant h)
```

`newTermH h` is the restriction $A = H_V|_{\ker L}$, an operator on the space $\ker L$. To build a restriction Lean needs the proof that the subspace is invariant, so the definition takes `h` as an argument and hands `ker_invariant h` to `LinearMap.restrict`.

## The trace on the kernel

```lean
/-- Diagonal sum rule: for a surjective intertwining map `L`, the trace of `H_V` on `ker L`
equals `tr H_V - tr H_W`. -/
theorem trace_newTermH [FiniteDimensional K V] [FiniteDimensional K W]
    (hL : Function.Surjective L) (h : L ∘ₗ HV = HW ∘ₗ L) :
    trace K (LinearMap.ker L) (newTermH h) = trace K V HV - trace K W HW := by
  -- a section `s` of `L` and the projector `p = 1 - s L` onto the kernel
  obtain ⟨s, hs⟩ := L.exists_rightInverse_of_surjective (LinearMap.range_eq_top.2 hL)
  have hs' : ∀ w, L (s w) = w := fun w => LinearMap.congr_fun hs w
  obtain ⟨p, hp⟩ : ∃ p : V →ₗ[K] LinearMap.ker L, ∀ x, (p x : V) = x - s (L x) :=
    ⟨LinearMap.codRestrict (LinearMap.ker L) (LinearMap.id - s ∘ₗ L)
      (fun x => by simp [hs']), fun x => rfl⟩
  have hsplit : HV = (HV ∘ₗ (LinearMap.ker L).subtype) ∘ₗ p + (HV ∘ₗ s) ∘ₗ L := by
    refine LinearMap.ext fun x => ?_
    show HV x = HV (p x : V) + HV (s (L x))
    rw [hp, map_sub, sub_add_cancel]
  have h1 : p ∘ₗ (HV ∘ₗ (LinearMap.ker L).subtype) = newTermH h := by
    refine LinearMap.ext fun x => Subtype.ext ?_
    have hx : L (HV x) = 0 := LinearMap.mem_ker.1 (ker_invariant h x x.2)
    show (p (HV x) : V) = HV x
    rw [hp, hx, map_zero, sub_zero]
  have h2 : L ∘ₗ (HV ∘ₗ s) = HW := by
    refine LinearMap.ext fun w => ?_
    have hc : L (HV (s w)) = HW (L (s w)) := LinearMap.congr_fun h (s w)
    show L (HV (s w)) = HW w
    rw [hc, hs']
  -- cyclicity of the trace in both blocks
  have e : trace K V HV = trace K (LinearMap.ker L) (newTermH h) + trace K W HW :=
    calc trace K V HV
        = trace K V ((HV ∘ₗ (LinearMap.ker L).subtype) ∘ₗ p + (HV ∘ₗ s) ∘ₗ L) :=
          congrArg _ hsplit
      _ = _ := by
          rw [map_add, LinearMap.trace_comp_comm' p (HV ∘ₗ (LinearMap.ker L).subtype),
            LinearMap.trace_comp_comm' L (HV ∘ₗ s), h1, h2]
  rw [e]
  ring
```

The expression `trace K V HV` is $\operatorname{tr} H_V$, and the statement reads $\operatorname{tr} A = \operatorname{tr} H_V - \operatorname{tr} H_W$. The new hypothesis `hL` is surjectivity of $L$. Angular momentum theory provides it for $M \ge 0$, since every multiplet that has a state at $M + 1$ also has one at $M$, which $\hat L_+$ raises with a nonzero coefficient; here it is again an assumption.

The argument splits $V$ into $\ker L$ and a copy of $W$. Because $L$ is surjective there is a linear map $s : W \to V$ with $L s = 1$. Put $p\,x = x - s L x$. Then $L p x = L x - L s L x = 0$, so $p$ is a map $V \to \ker L$. With $j : \ker L \to V$ the inclusion, $j p + s L = 1$ on $V$, and multiplying by $H_V$ from the left gives
$$H_V = (H_V j)\, p + (H_V s)\, L .$$
For maps $f$ and $g$ running in opposite directions between two finite-dimensional spaces, $\operatorname{tr}(g f) = \operatorname{tr}(f g)$, each trace taken in its own space. Hence
$$\operatorname{tr} H_V = \operatorname{tr}(p H_V j) + \operatorname{tr}(L H_V s).$$
For $x \in \ker L$ the vector $H_V x$ lies in $\ker L$, where $p$ acts as the identity, so $p H_V j = A$. In the other block $L H_V s = H_W L s = H_W$. This gives $\operatorname{tr} H_V = \operatorname{tr} A + \operatorname{tr} H_W$.

The Lean proof follows these steps one for one. The first `obtain` produces $s$, with `hs'` recording $L s w = w$. The second produces $p$; `LinearMap.codRestrict` turns $1 - sL$ into a map whose values are declared to lie in the kernel. The inclusion $j$ is `(LinearMap.ker L).subtype`, and `(p x : V)` means the kernel vector $p x$ regarded as a vector of $V$. The splitting is `hsplit`, the two blocks are identified in `h1` and `h2`, the lemma `LinearMap.trace_comp_comm'` supplies cyclicity once per block, and `ring` moves $\operatorname{tr} H_W$ to the other side.

```lean
/-- Sum rule for all moments: the trace of the `n`-th power of the restricted Hamiltonian is
`tr H_V^n - tr H_W^n`. -/
theorem trace_pow_newTermH [FiniteDimensional K V] [FiniteDimensional K W]
    (hL : Function.Surjective L) (h : L ∘ₗ HV = HW ∘ₗ L) (n : ℕ) :
    trace K (LinearMap.ker L) (newTermH h ^ n) = trace K V (HV ^ n) - trace K W (HW ^ n) := by
  have hc : ∀ x, L (HV x) = HW (L x) := fun x => LinearMap.congr_fun h x
  -- powers of the Hamiltonians are intertwined as well
  have hpow : ∀ (m : ℕ) (x : V), L ((HV ^ m) x) = (HW ^ m) (L x) := by
    intro m x
    induction m with
    | zero => simp
    | succ m ih => rw [pow_succ', pow_succ', Module.End.mul_apply, Module.End.mul_apply, hc, ih]
  have hn : L ∘ₗ (HV ^ n) = (HW ^ n) ∘ₗ L := LinearMap.ext fun x => hpow n x
  have hcoe : ∀ y : LinearMap.ker L, (newTermH h y : V) = HV y := fun y => rfl
  have hres : ∀ (m : ℕ) (x : LinearMap.ker L), ((newTermH h ^ m) x : V) = (HV ^ m) x := by
    intro m x
    induction m with
    | zero => simp
    | succ m ih => rw [pow_succ', pow_succ', Module.End.mul_apply, Module.End.mul_apply, hcoe, ih]
  have e : newTermH h ^ n = newTermH hn := LinearMap.ext fun x => Subtype.ext (hres n x)
  rw [e, trace_newTermH hL hn]
```

For every natural number $n$, $\operatorname{tr} A^n = \operatorname{tr} H_V^n - \operatorname{tr} H_W^n$. At $n = 0$ and real or complex scalars this is the count $\dim \ker L = \dim V - \dim W$, and at $n = 1$ it is the previous theorem. When several new states appear at the same $M_L$, these moments are the power sums of their energies.

The argument shows that the powers are intertwined too. If $L H_V^m = H_W^m L$, then
$$L H_V^{m+1} = L H_V H_V^m = H_W L H_V^m = H_W H_W^m L = H_W^{m+1} L ,$$
and the case $m = 0$ reads $L = L$. This induction is `hpow`, where `ih` is the induction hypothesis and `pow_succ'` peels one factor off on the left. A second induction, `hres`, shows that $A^m x = H_V^m x$ for $x \in \ker L$, so $A^n$ is the restriction of $H_V^n$. The trace theorem applied to the pair $H_V^n$, $H_W^n$ finishes the proof.

## One new state

```lean
/-- If `dim V = dim W + 1`, then `ker L` is one-dimensional, `H_V` multiplies each of its states
by `tr H_V - tr H_W`, and this number is an eigenvalue of `H_V`. -/
theorem new_term_energy [FiniteDimensional K V] [FiniteDimensional K W]
    (hL : Function.Surjective L) (h : L ∘ₗ HV = HW ∘ₗ L)
    (hdim : finrank K V = finrank K W + 1) :
    finrank K (LinearMap.ker L) = 1 ∧
      (∀ v ∈ LinearMap.ker L, HV v = (trace K V HV - trace K W HW) • v) ∧
      Module.End.HasEigenvalue HV (trace K V HV - trace K W HW) := by
  -- rank-nullity
  have hker : finrank K (LinearMap.ker L) = 1 := by
    have hr := LinearMap.finrank_range_add_finrank_ker L
    rw [LinearMap.range_eq_top.2 hL, finrank_top] at hr
    omega
  obtain ⟨u, hu, hspan⟩ := finrank_eq_one_iff'.1 hker
  obtain ⟨c, hc⟩ := hspan (newTermH h u)
  -- on a line the operator is a scalar, and the scalar is its trace
  have hA : newTermH h = c • LinearMap.id := by
    refine LinearMap.ext fun w => ?_
    obtain ⟨a, rfl⟩ := hspan w
    rw [map_smul, ← hc, LinearMap.smul_apply, LinearMap.id_apply, smul_comm]
  have hE : trace K V HV - trace K W HW = c := by
    rw [← trace_newTermH hL h, hA, map_smul, LinearMap.trace_id, hker]
    simp
  have hact : ∀ v ∈ LinearMap.ker L, HV v = (trace K V HV - trace K W HW) • v := by
    intro v hv
    rw [hE]
    exact congrArg Subtype.val (LinearMap.congr_fun hA ⟨v, hv⟩)
  refine ⟨hker, hact, Module.End.hasEigenvalue_of_hasEigenvector (x := (u : V)) ?_⟩
  exact Module.End.hasEigenvector_iff.2
    ⟨Module.End.mem_eigenspace_iff.2 (hact u u.2), fun h0 => hu (Subtype.ext h0)⟩
```

`finrank K V` is $\dim V$, the symbol `∧` is "and", and `•` is multiplication of a vector by a scalar. Write $E = \operatorname{tr} H_V - \operatorname{tr} H_W$. Under $\dim V = \dim W + 1$ the theorem makes three claims: $\dim \ker L = 1$; $H_V v = E v$ for every $v \in \ker L$; and $E$ is an eigenvalue of $H_V$, which means that some nonzero vector satisfies the eigenvalue equation. The smallest case is $\dim W = 0$, the top of the ladder, where $V$ is a line, $L = 0$ is surjective and $E = \operatorname{tr} H_V$.

Rank-nullity gives $\dim(\operatorname{im} L) + \dim \ker L = \dim V$, and surjectivity turns the first term into $\dim W$, so $\dim \ker L = 1$; in `hker` the tactic `omega` does this integer arithmetic. Take a nonzero $u$ that spans the kernel. Then $A u = c u$ for some scalar $c$, and for $w = a u$ one has $A w = a c u = c w$, so $A = c \cdot 1$, which is `hA`. Its trace is $c \dim \ker L = c$, and the trace theorem gives $E = c$, which is `hE`. The statement `hact` carries $A v = c v$ from the kernel into $V$, and $u$ itself serves as the eigenvector.

```lean
/-- In arbitrary bases of `V` and `W`, with one more basis state in `V`, the difference of the
sums of diagonal matrix elements of `H_V` and `H_W` is an eigenvalue of `H_V`. -/
theorem new_term_energy_diagonal {ι κ : Type*} [Fintype ι] [Fintype κ]
    (b : Basis ι K V) (c : Basis κ K W) (hL : Function.Surjective L) (h : L ∘ₗ HV = HW ∘ₗ L)
    (hcard : Fintype.card ι = Fintype.card κ + 1) :
    Module.End.HasEigenvalue HV (∑ i, b.repr (HV (b i)) i - ∑ k, c.repr (HW (c k)) k) := by
  classical
  have : FiniteDimensional K V := Module.Finite.of_basis b
  have : FiniteDimensional K W := Module.Finite.of_basis c
  have hdim : finrank K V = finrank K W + 1 := by
    rw [finrank_eq_card_basis b, finrank_eq_card_basis c, hcard]
  have e1 : trace K V HV = ∑ i, b.repr (HV (b i)) i := by
    rw [LinearMap.trace_eq_matrix_trace K b]
    simp [Matrix.trace, LinearMap.toMatrix_apply]
  have e2 : trace K W HW = ∑ k, c.repr (HW (c k)) k := by
    rw [LinearMap.trace_eq_matrix_trace K c]
    simp [Matrix.trace, LinearMap.toMatrix_apply]
  rw [← e1, ← e2]
  exact (new_term_energy hL h hdim).2.2
```

Here $b_i$ is a basis of $V$ with index set $\iota$, and $c_k$ a basis of $W$ with index set $\kappa$; `hcard` says that the first has one element more. The expression `b.repr (HV (b i)) i` is the $i$-th coordinate of $H_V b_i$, the diagonal element $(H_V)_{ii}$, which equals $\langle b_i | H_V | b_i \rangle$ when the basis is orthonormal. The conclusion is that
$$\sum_{i} (H_V)_{ii} - \sum_{k} (H_W)_{kk}$$
is an eigenvalue of $H_V$, in any pair of bases. The proof converts the counts into dimensions (`hdim`), identifies each trace with its diagonal sum (`e1`, `e2`) and takes the third claim of `new_term_energy`, which the suffix `.2.2` selects.

## A map that misses part of $W$

```lean
/-- For the non-surjective map `L = 0` on `ℝ` with `H_V = 0` and `H_W = 1`, the restricted
trace differs from `tr H_V - tr H_W`. -/
theorem sum_rule_fails_without_surjectivity :
    trace ℝ _ (newTermH (L := (0 : ℝ →ₗ[ℝ] ℝ)) (HV := 0) (HW := 1) (by simp))
      ≠ trace ℝ ℝ 0 - trace ℝ ℝ 1 := by
  have h0 : ∀ h, newTermH (L := (0 : ℝ →ₗ[ℝ] ℝ)) (HV := 0) (HW := 1) h = 0 :=
    fun h => LinearMap.ext fun x => Subtype.ext rfl
  rw [h0]
  simp
```

Take $V = W = \mathbb R$, $L = 0$, $H_V = 0$ and $H_W = 1$. The intertwining relation holds because both sides vanish, and `by simp` proves it. The kernel is all of $\mathbb R$ and the restriction is zero (`h0`), so its trace is $0$, whereas $\operatorname{tr} H_V - \operatorname{tr} H_W = -1$. The state of $W$ is reached from nothing in $V$, and subtracting its energy removes a contribution that $\operatorname{tr} H_V$ never contained. Surjectivity excludes this situation.

## The $M_L = 3$ and $M_L = 4$ sectors of $d^2$

```lean
/-- Electron repulsion on the two `d²` determinants `|2↑ 1↓|`, `|2↓ 1↑|` in Slater-Condon
parameters: `F0 - 2 F2 - 4 F4` on the diagonal and `-(6 F2 + 5 F4)` off it. -/
def d2H3 (F0 F2 F4 : ℝ) : Module.End ℝ (Fin 2 → ℝ) :=
  Matrix.toLin' !![F0 - 2 * F2 - 4 * F4, -(6 * F2 + 5 * F4);
    -(6 * F2 + 5 * F4), F0 - 2 * F2 - 4 * F4]
```

A determinant $|m\sigma\; m'\sigma'|$ lists the magnetic quantum number and the spin of each of the two $d$ electrons. At $M_S = 0$ and $M_L = 3$ there are two of them. The type `Fin 2 → ℝ` is $\mathbb R^2$ with components numbered $0$ and $1$; component $0$ belongs to $|2\!\uparrow 1\!\downarrow|$ and component $1$ to $|2\!\downarrow 1\!\uparrow|$. The notation `!![ … ; … ]` lists a matrix row by row, and `Matrix.toLin'` turns it into the map acting on column vectors. Call this operator $H_3$. The real parameters $F_0, F_2, F_4$ are the Slater-Condon radial integrals of the repulsion between two electrons in one common $d$ radial function, scaled as $F_0 = F^0$, $F_2 = F^2/49$, $F_4 = F^4/441$ relative to the unscaled integrals $F^k$. The diagonal element $D = F_0 - 2F_2 - 4F_4$ is the Coulomb integral of the orbitals $m = 2$ and $m = 1$, and the off-diagonal element is $-X$, with $X = 6F_2 + 5F_4$ their exchange integral. These entries are written into the definition as given; the angular integrals behind them are not evaluated. Left out are the one-electron energy and, in an atom with closed shells, the repulsion within these shells and between them and the $d$ electrons; these contributions are the same for all determinants of the configuration.

```lean
/-- Electron repulsion `F0 + 4 F2 + F4` on the single `d²` determinant `|2↑ 2↓|`. -/
def d2H4 (F0 F2 F4 : ℝ) : Module.End ℝ (Fin 1 → ℝ) :=
  Matrix.toLin' !![F0 + 4 * F2 + F4]
```

At $M_L = 4$ there is the single determinant $|2\!\uparrow 2\!\downarrow|$, and $H_4$ multiplies it by $F_0 + 4F_2 + F_4$, the Coulomb integral of the orbital $m = 2$ with itself, likewise given.

```lean
/-- The orbital raising map from `|2↑ 1↓|`, `|2↓ 1↑|` to `|2↑ 2↓|`, with matrix `(2, -2)`. -/
def d2Raise : (Fin 2 → ℝ) →ₗ[ℝ] (Fin 1 → ℝ) :=
  Matrix.toLin' !![2, -2]
```

For an electron with $l = 2$, in units of $\hbar$, raising $m = 1$ to $m = 2$ carries the factor $\sqrt{l(l+1) - m(m+1)} = 2$, and $m = 2$ is annihilated. So $|2\!\uparrow 1\!\downarrow|$ goes to $2\,|2\!\uparrow 2\!\downarrow|$, while $|2\!\downarrow 1\!\uparrow|$ goes to $2\,|2\!\downarrow 2\!\uparrow| = -2\,|2\!\uparrow 2\!\downarrow|$ by antisymmetry. The definition records the outcome, the row $(2, -2)$, which holds for the determinants in the order and with the signs written here.

```lean
/-- The `d²` raising map is surjective, intertwines the two repulsion operators, and its domain
exceeds its codomain in dimension by one. -/
theorem d2_witness (F0 F2 F4 : ℝ) :
    Function.Surjective d2Raise ∧ d2Raise ∘ₗ d2H3 F0 F2 F4 = d2H4 F0 F2 F4 ∘ₗ d2Raise ∧
      finrank ℝ (Fin 2 → ℝ) = finrank ℝ (Fin 1 → ℝ) + 1 := by
  refine ⟨fun w => ⟨![w 0 / 2, 0], ?_⟩, ?_, by simp⟩
  · ext i
    fin_cases i
    simp [d2Raise, Matrix.toLin'_apply, Matrix.mulVec, dotProduct, Fin.sum_univ_succ]
    ring
  · unfold d2Raise d2H3 d2H4
    rw [← Matrix.toLin'_mul, ← Matrix.toLin'_mul]
    congr 1
    ext i j
    fin_cases i
    fin_cases j
    all_goals simp [Matrix.mul_apply, Fin.sum_univ_succ]
    all_goals ring
```

For these matrices and all real $F_0, F_2, F_4$, the three hypotheses of `new_term_energy` are proved. For surjectivity, a target $w$ with component $w_0$ has the preimage $(w_0/2,\, 0)$, written `![w 0 / 2, 0]`. For the intertwining relation,
$$(2, -2) \begin{pmatrix} D & -X \\ -X & D \end{pmatrix} = (D + X)\,(2, -2), \qquad D + X = F_0 + 4F_2 + F_4 ,$$
and the right-hand side is $H_4 L$. Lean rewrites both compositions as matrix products with `Matrix.toLin'_mul`, runs through the entries with `fin_cases` and closes each polynomial identity with `ring`. The dimension count is $2 = 1 + 1$.

```lean
/-- Every state annihilated by the `d²` raising map is multiplied by `F0 - 8 F2 - 9 F4` under the
two-determinant repulsion operator, and this number is an eigenvalue of that operator. -/
theorem d2_new_term_energy (F0 F2 F4 : ℝ) :
    (∀ v ∈ LinearMap.ker d2Raise, d2H3 F0 F2 F4 v = (F0 - 8 * F2 - 9 * F4) • v) ∧
      Module.End.HasEigenvalue (d2H3 F0 F2 F4) (F0 - 8 * F2 - 9 * F4) := by
  obtain ⟨h1, h2, h3⟩ := d2_witness F0 F2 F4
  have e : trace ℝ _ (d2H3 F0 F2 F4) - trace ℝ _ (d2H4 F0 F2 F4) = F0 - 8 * F2 - 9 * F4 := by
    unfold d2H3 d2H4
    rw [Matrix.trace_toLin'_eq, Matrix.trace_toLin'_eq]
    simp [Matrix.trace, Fin.sum_univ_succ]
    ring
  rw [← e]
  exact (new_term_energy h1 h2 h3).2

end

end DiagonalSumRule
```

```lean
#print axioms DiagonalSumRule.trace_pow_newTermH
#print axioms DiagonalSumRule.new_term_energy_diagonal
#print axioms DiagonalSumRule.sum_rule_fails_without_surjectivity
#print axioms DiagonalSumRule.d2_new_term_energy
```

```
'DiagonalSumRule.trace_pow_newTermH' depends on axioms: [propext, Classical.choice, Quot.sound]
'DiagonalSumRule.new_term_energy_diagonal' depends on axioms: [propext, Classical.choice, Quot.sound]
'DiagonalSumRule.sum_rule_fails_without_surjectivity' depends on axioms: [propext, Classical.choice, Quot.sound]
'DiagonalSumRule.d2_new_term_energy' depends on axioms: [propext, Classical.choice, Quot.sound]
```

The step `e` evaluates the difference of traces,
$$2\,(F_0 - 2F_2 - 4F_4) - (F_0 + 4F_2 + F_4) = F_0 - 8F_2 - 9F_4 ,$$
and the second and third claims of `new_term_energy` then say that $H_3$ multiplies every vector of the kernel by this number and that it is an eigenvalue of $H_3$. The traces are computed from diagonal entries alone; the off-diagonal entries are used only to verify the intertwining relation. Since $D + X = F_0 + 4F_2 + F_4$, the value equals $2D - (D + X) = D - X$, the Coulomb integral minus the exchange integral.

The kernel of the row $(2, -2)$ is spanned by $(1, 1)$, so the normalised state is $\big(|2\!\uparrow 1\!\downarrow| + |2\!\downarrow 1\!\uparrow|\big)/\sqrt 2$. In spectroscopic terms it is the $M_S = 0$, $M_L = 3$ component of $^3F$, and the subtracted determinant belongs to $^1G$. The file contains no spin or total angular momentum operators, so this explicit vector and the term labels are physical reading added to the theorems, and the remaining terms of $d^2$ are not treated.
